# For s ≠ 0, nonzero minimal residuals of A and A + s over one Krylov space containing b are never parallel

A molecule driven by a weak field, or a device coupled to leads, is often studied at many frequencies with the same source. In a model whose Hamiltonian matrix is the same at every frequency, each frequency gives a linear system

(H − zⱼ) xⱼ = b,

where H is the Hamiltonian matrix, possibly non-Hermitian because of an absorbing potential, b is the source vector and zⱼ is a complex energy. Repeated multiplication of b by H builds a basis that serves every zⱼ at once. A restarted solver limits its memory use by discarding this basis after a set number of steps and starting again from the current residuals. The question is whether the restarted systems can still share a basis.

## Independent residuals and separate restart spaces

Take two of the systems and write A = H − z₁ and s = z₁ − z₂, so that A + s = H − z₂. The Krylov space K_k(A, b) is the span of b, Ab, …, Aᵏ⁻¹b. Let x and x' in this space minimise the norms of the residuals

r = b − Ax,

r' = b − (A + s)x'.

If s ≠ 0, k ≥ 1 and both residuals are nonzero, then r and r' are linearly independent over the complex numbers: neither is a complex multiple of the other.

For a restart of length m ≥ 1 there is one more condition. If Aᵐr does not lie in K_m(A, r), then

K_m(A + s, r') ≠ K_m(A, r).

The condition says that the restarted Krylov sequence of r is still producing new directions at step m.

## Frequency sweeps with a limited basis

In a GMRES calculation of a response function, the Arnoldi process builds one orthonormal basis from b, at the cost of one product with H per step. Each zⱼ then needs only a small least-squares problem in that basis. With J frequencies and k steps, the first cycle takes k large matrix-vector products, not Jk.

At the restart, each system has its own residual. For a fixed matrix H and a common source, the result says that no two unconverged frequencies have parallel minimal residuals, so a Green's-function sweep with restarted GMRES loses its single basis under the restart condition above. Running the J systems separately for m steps then takes Jm products. A code that keeps one basis by forcing r' = c r, with r and r' nonzero and r minimal, has an x' that is not the minimal-residual solution for its shift.

A small case shows both outcomes. Let A = diag(1, 2), b = (1, 1), s = 1 and k = 1. Minimising over multiples of b gives

r = (2/5, −1/5),

r' = (3/13, −2/13).

These span different lines, so restarts of length 1 use different spaces. For length 2 both restart spaces are all of ℂ², and the restart condition fails.

## From orthogonal residuals to distinct spaces

Write ⟨u, v⟩ for the inner product, conjugate-linear in u.

**Shortest vectors are orthogonal.** Suppose ‖r‖ ≤ ‖r − c v‖ for every complex c. Put g = ⟨v, r⟩ and c = t g with t real. Then

‖r − t g v‖² = ‖r‖² − 2t|g|² + t²|g|²‖v‖²,

so 2t|g|² ≤ t²|g|²‖v‖². If g ≠ 0, the choice t = 1/(‖v‖² + 1) gives 2 ≤ t‖v‖² < 1, a contradiction. Hence g = 0.

**Residuals are orthogonal to the image.** Let K be the search space and y any member of it. Then x + c y is also in K and has residual r − c Ay. Since r is minimal, the first step gives

⟨Ay, r⟩ = 0.

In the same way, ⟨(A + s)y, r'⟩ = 0.

**Parallel residuals vanish.** Suppose r' = c r with both nonzero, so c ≠ 0. Then r is orthogonal to (A + s)y as well as to Ay, and

0 = ⟨Ay + s y, r⟩ = s* ⟨y, r⟩,

where s* is the complex conjugate of s. Since s ≠ 0, r is orthogonal to all of K. Both b and x lie in K, so

⟨r, r⟩ = ⟨b, r⟩ − ⟨Ax, r⟩ = 0.

This contradicts r ≠ 0. The only property of K used here, apart from its being a subspace, is that it contains b.

**A shift leaves Krylov spaces unchanged.** By induction, (A + s)ⁱb is a combination of b, Ab, …, Aⁱb. Hence K_k(A + s, b) is contained in K_k(A, b). Shifting back by −s gives the reverse inclusion.

**Equal spaces force parallel starting vectors.** Suppose K_m(A, v) = K_m(A, r) and Aᵐr lies outside this space. Since v is in it,

v = c₀ r + c₁ Ar + … + c_{m−1} Aᵐ⁻¹r.

Let d ≥ 1 be the highest index with c_d ≠ 0, if there is one. Then

Aᵐ⁻ᵈ v = c_d Aᵐ r + (a vector in K_m(A, r)).

The left side is in K_m(A, v), which is the same space, so Aᵐr would be in it too. This is impossible, and v = c₀ r.

**The restart.** The condition on Aᵐr implies r ≠ 0. If the two restart spaces were equal, r' could not be zero, because the zero vector generates only the zero space. By shift invariance K_m(A, r') = K_m(A, r), so r' is a multiple of r, which has been excluded.

## The Lean file

```lean
import Mathlib

open Submodule

namespace ShiftedMinimalResidual

variable {E : Type*} [NormedAddCommGroup E] [InnerProductSpace ℂ E]

/-- The Krylov space `K_k(A, b)`, spanned by `b, A b, ..., A^(k-1) b`. -/
def krylov (A : Module.End ℂ E) (b : E) (k : ℕ) : Submodule ℂ E :=
  span ℂ ((fun i : ℕ => (A ^ i) b) '' Set.Iio k)

/-- The shifted operator `A + s`. -/
def shifted (A : Module.End ℂ E) (s : ℂ) : Module.End ℂ E := A + s • 1

/-- `x` is a minimal-residual solution of `A x = b` in the search space `K`: it lies in `K`,
and no other member of `K` has a smaller residual norm. -/
def IsMinRes (A : Module.End ℂ E) (b : E) (K : Submodule ℂ E) (x : E) : Prop :=
  x ∈ K ∧ ∀ y ∈ K, ‖b - A x‖ ≤ ‖b - A y‖

/-- A vector that cannot be shortened by subtracting multiples of `v` is orthogonal to `v`. -/
theorem inner_eq_zero_of_norm_le {r v : E} (h : ∀ c : ℂ, ‖r‖ ≤ ‖r - c • v‖) :
    inner ℂ v r = 0 := by
  -- compare r with r - t ⟨v, r⟩ v for real t
  have key : ∀ t : ℝ, 2 * t * ‖inner ℂ v r‖ ^ 2 ≤ t ^ 2 * ‖inner ℂ v r‖ ^ 2 * ‖v‖ ^ 2 := by
    intro t
    have h1 := pow_le_pow_left₀ (norm_nonneg r) (h ((t : ℂ) * inner ℂ v r)) 2
    have h2 : RCLike.re (inner ℂ r (((t : ℂ) * inner ℂ v r) • v))
        = t * ‖inner ℂ v r‖ ^ 2 := by
      rw [inner_smul_right, ← inner_conj_symm r v, mul_assoc, Complex.mul_conj,
        Complex.normSq_eq_norm_sq, ← Complex.ofReal_mul]
      exact Complex.ofReal_re _
    rw [norm_sub_sq (𝕜 := ℂ), h2, norm_smul, norm_mul, Complex.norm_real, mul_pow, mul_pow,
      Real.norm_eq_abs, sq_abs] at h1
    linarith
  by_contra hne
  have hG : 0 < ‖inner ℂ v r‖ ^ 2 := pow_pos (norm_pos_iff.mpr hne) 2
  -- a short enough step would shorten r
  obtain ⟨t, ht, htv⟩ : ∃ t : ℝ, 0 < t ∧ t * ‖v‖ ^ 2 ≤ 1 :=
    ⟨1 / (‖v‖ ^ 2 + 1), by positivity, by
      rw [div_mul_eq_mul_div, div_le_one (by positivity)]; linarith⟩
  nlinarith [key t, mul_le_mul_of_nonneg_left htv (mul_pos ht hG).le, mul_pos ht hG]

/-- The minimal residual is orthogonal to the image `A K` of the search space. -/
theorem residual_orthogonal {A : Module.End ℂ E} {b x y : E} {K : Submodule ℂ E}
    (h : IsMinRes A b K x) (hy : y ∈ K) : inner ℂ (A y) (b - A x) = 0 := by
  apply inner_eq_zero_of_norm_le
  intro c
  have h1 := h.2 (x + c • y) (K.add_mem h.1 (K.smul_mem c hy))
  rwa [map_add, map_smul, ← sub_sub] at h1

/-- For any search space containing `b` and any nonzero shift `s`, the minimal residuals of
`A` and `A + s` are linearly independent if both are nonzero. -/
theorem residuals_independent {A : Module.End ℂ E} {b x x' : E} {K : Submodule ℂ E} {s : ℂ}
    (hs : s ≠ 0) (hb : b ∈ K) (h : IsMinRes A b K x) (h' : IsMinRes (shifted A s) b K x')
    (hr : b - A x ≠ 0) (hr' : b - shifted A s x' ≠ 0) :
    LinearIndependent ℂ ![b - A x, b - shifted A s x'] := by
  rw [LinearIndependent.pair_iff' hr]
  intro c hc
  have hc0 : c ≠ 0 := by
    rintro rfl
    exact hr' (by rw [← hc, zero_smul])
  -- orthogonality to A K and to (A + s) K gives orthogonality to K
  have hK : ∀ y ∈ K, inner ℂ y (b - A x) = 0 := by
    intro y hy
    have h2 := residual_orthogonal h' hy
    rw [← hc, inner_smul_right] at h2
    have h3 := (mul_eq_zero.mp h2).resolve_left hc0
    have hsy : shifted A s y = A y + s • y := rfl
    rw [hsy, inner_add_left, residual_orthogonal h hy, inner_smul_left, zero_add] at h3
    exact (mul_eq_zero.mp h3).resolve_left (by simpa using hs)
  -- the residual is then orthogonal to itself
  refine hr ((inner_self_eq_zero (𝕜 := ℂ)).mp ?_)
  rw [inner_sub_left, hK b hb, residual_orthogonal h h.1, sub_zero]

/-- The starting vector lies in every Krylov space of order at least one. -/
theorem mem_krylov (A : Module.End ℂ E) (b : E) {k : ℕ} (hk : 0 < k) : b ∈ krylov A b k :=
  subset_span ⟨0, hk, by simp⟩

/-- Main theorem: for `s ≠ 0` and `k ≥ 1`, the minimal residuals of `A` and `A + s` over the
Krylov space `K_k(A, b)` are never parallel if both are nonzero. -/
theorem krylov_residuals_not_parallel {A : Module.End ℂ E} {b x x' : E} {s : ℂ} {k : ℕ}
    (hs : s ≠ 0) (hk : 1 ≤ k) (h : IsMinRes A b (krylov A b k) x)
    (h' : IsMinRes (shifted A s) b (krylov A b k) x')
    (hr : b - A x ≠ 0) (hr' : b - shifted A s x' ≠ 0) :
    LinearIndependent ℂ ![b - A x, b - shifted A s x'] :=
  residuals_independent hs (mem_krylov A b hk) h h' hr hr'

/-- Applying `A` to a Krylov vector `j` times raises the order of its Krylov space by at
most `j`. -/
theorem pow_mem_krylov {A : Module.End ℂ E} {b w : E} {d j m : ℕ} (h : d + j ≤ m)
    (hw : w ∈ krylov A b d) : (A ^ j) w ∈ krylov A b m := by
  have hle : krylov A b d ≤ (krylov A b m).comap (A ^ j) := by
    refine span_le.mpr ?_
    rintro _ ⟨i, hi, rfl⟩
    have hi' : i < d := hi
    change (A ^ j) ((A ^ i) b) ∈ krylov A b m
    rw [← Module.End.mul_apply, ← pow_add]
    exact subset_span ⟨j + i, Set.mem_Iio.mpr (by omega), rfl⟩
  exact hle hw

/-- Shift invariance: `A + s` and `A` generate the same Krylov spaces from the same vector. -/
theorem krylov_shifted (A : Module.End ℂ E) (s : ℂ) (b : E) (k : ℕ) :
    krylov (shifted A s) b k = krylov A b k := by
  have le : ∀ (B : Module.End ℂ E) (t : ℂ), krylov (shifted B t) b k ≤ krylov B b k := by
    intro B t
    have hpow : ∀ i : ℕ, ((shifted B t) ^ i) b ∈ krylov B b (i + 1) := by
      intro i
      induction i with
      | zero => simpa using mem_krylov B b Nat.one_pos
      | succ i ih =>
        rw [pow_succ', Module.End.mul_apply]
        have h1 := pow_mem_krylov (j := 1) (m := i + 1 + 1) (by omega) ih
        have h0 := pow_mem_krylov (j := 0) (m := i + 1 + 1) (by omega) ih
        rw [pow_one] at h1
        rw [pow_zero, Module.End.one_apply] at h0
        exact add_mem h1 (smul_mem _ t h0)
    refine span_le.mpr ?_
    rintro _ ⟨i, hi, rfl⟩
    have hi' : i < k := hi
    exact pow_mem_krylov (j := 0) (m := k) (by omega) (hpow i)
  -- the reverse inclusion shifts back by -s
  have back : shifted (shifted A s) (-s) = A := by
    unfold shifted
    module
  have h := le (shifted A s) (-s)
  rw [back] at h
  exact le_antisymm (le A s) h

/-- If `v` and `r` generate the same Krylov space of order `m ≥ 1`, and `A^m r` lies outside
it, then `v` is a multiple of `r`. -/
theorem parallel_of_krylov_eq {A : Module.End ℂ E} {r v : E} {m : ℕ} (hm : 1 ≤ m)
    (hout : (A ^ m) r ∉ krylov A r m) (h : krylov A v m = krylov A r m) :
    ∃ c : ℂ, c • r = v := by
  have hv : ∀ j < m, (A ^ j) v ∈ krylov A r m := by
    intro j hj
    rw [← h]
    exact subset_span ⟨j, hj, rfl⟩
  -- split off the leading Krylov vector
  have split : ∀ d, v ∈ krylov A r (d + 1) →
      ∃ c : ℂ, ∃ w ∈ krylov A r d, v = c • (A ^ d) r + w := by
    intro d hd
    have hset : Set.Iio (d + 1) = insert d (Set.Iio d) := by
      ext i
      simp only [Set.mem_Iio, Set.mem_insert_iff]
      omega
    unfold krylov at hd
    rw [hset, Set.image_insert_eq] at hd
    exact mem_span_insert.mp hd
  -- a nonzero leading coefficient would put A^m r into the space
  have down : ∀ d, d < m → v ∈ krylov A r (d + 1) → v ∈ krylov A r 1 := by
    intro d
    induction d with
    | zero => exact fun _ h0 => h0
    | succ d ih =>
      intro hd hmem
      obtain ⟨c, w, hw, hvw⟩ := split (d + 1) hmem
      have hc : c = 0 := by
        by_contra hc
        have h1 := hv (m - (d + 1)) (by omega)
        have h2 := pow_mem_krylov (j := m - (d + 1)) (m := m) (by omega) hw
        rw [hvw, map_add, map_smul, ← Module.End.mul_apply, ← pow_add,
          Nat.sub_add_cancel hd.le] at h1
        have h3 := (Submodule.add_mem_iff_left _ h2).mp h1
        exact hout ((Submodule.smul_mem_iff _ hc).mp h3)
      apply ih (by omega)
      rw [hvw, hc, zero_smul, zero_add]
      exact hw
  have hvm : v ∈ krylov A r (m - 1 + 1) := by
    rw [Nat.sub_add_cancel hm, ← h]
    exact mem_krylov A v hm
  obtain ⟨c, w, hw, hvw⟩ := split 0 (down (m - 1) (by omega) hvm)
  have hbot : krylov A r 0 = ⊥ := span_eq_bot.mpr (by
    rintro _ ⟨i, hi, _⟩
    exact (Nat.not_lt_zero i hi).elim)
  rw [hbot, Submodule.mem_bot] at hw
  exact ⟨c, by rw [hvw, hw, pow_zero, Module.End.one_apply, add_zero]⟩

/-- Restarting: let `s ≠ 0`, `k, m ≥ 1`, and let `r`, `r'` be the minimal residuals of `A` and
`A + s` over `K_k(A, b)`. If `A^m r` is not in `K_m(A, r)`, the restarted Krylov spaces
`K_m(A + s, r')` and `K_m(A, r)` differ. -/
theorem restarted_krylov_ne {A : Module.End ℂ E} {b x x' : E} {s : ℂ} {k m : ℕ}
    (hs : s ≠ 0) (hk : 1 ≤ k) (hm : 1 ≤ m) (h : IsMinRes A b (krylov A b k) x)
    (h' : IsMinRes (shifted A s) b (krylov A b k) x')
    (hout : (A ^ m) (b - A x) ∉ krylov A (b - A x) m) :
    krylov (shifted A s) (b - shifted A s x') m ≠ krylov A (b - A x) m := by
  intro heq
  have hr : b - A x ≠ 0 := by
    intro h0
    apply hout
    rw [h0, map_zero]
    exact zero_mem _
  -- a vanishing r' would generate only the zero space
  have hr' : b - shifted A s x' ≠ 0 := by
    intro h0
    have hmem := mem_krylov A (b - A x) hm
    have hbot : krylov (shifted A s) (0 : E) m = ⊥ := span_eq_bot.mpr (by
      rintro _ ⟨i, _, rfl⟩
      exact map_zero _)
    rw [← heq, h0, hbot, Submodule.mem_bot] at hmem
    exact hr hmem
  rw [krylov_shifted] at heq
  obtain ⟨c, hc⟩ := parallel_of_krylov_eq hm hout heq
  exact (LinearIndependent.pair_iff' hr).mp
    (krylov_residuals_not_parallel hs hk h h' hr hr') c hc

end ShiftedMinimalResidual
```

```lean
#print axioms ShiftedMinimalResidual.krylov_residuals_not_parallel
#print axioms ShiftedMinimalResidual.restarted_krylov_ne
```

```
'ShiftedMinimalResidual.krylov_residuals_not_parallel' depends on axioms: [propext, Classical.choice, Quot.sound]
'ShiftedMinimalResidual.restarted_krylov_ne' depends on axioms: [propext, Classical.choice, Quot.sound]
```

## How the Lean statements and proofs correspond to the algebra

The type `E` is a complex inner product space, not an energy. It includes ℂⁿ with its Euclidean norm and need not be finite-dimensional. An operator of type `Module.End ℂ E` is a linear map defined on all of `E`; a matrix acting on ℂⁿ is one. Neither Hermiticity nor invertibility is assumed.

In `krylov A b k` the powers run over i < k. The sign in `shifted A s` is plus, so a textbook A − σ corresponds to s = −σ. `IsMinRes A b K x` says that `x` lies in `K` and that no member of `K` has a smaller residual norm. The main theorem, `krylov_residuals_not_parallel`, takes two such minimisers as hypotheses and concludes that the pair of residuals is linearly independent over ℂ. Both systems start from the zero guess, whose residual is b for every shift. A common nonzero guess x₀ is not covered, because its initial residuals b − Ax₀ and b − (A + s)x₀ differ by s x₀.

The first lemma, `inner_eq_zero_of_norm_le`, derives the quadratic inequality as `key`, and `nlinarith` refutes it for a short step. `residual_orthogonal` applies this to `x + c • y`. In `residuals_independent`, `LinearIndependent.pair_iff'` reduces independence to excluding `c • r = r'`; the intermediate claim `hK` is orthogonality to the whole search space, and the last two lines compute ⟨r, r⟩ = 0. The main theorem follows because `mem_krylov` puts b in the space for k ≥ 1.

For the restart, `pow_mem_krylov` tracks how powers of A raise the Krylov order, and `krylov_shifted` uses it for the induction on powers of A + s. In `parallel_of_krylov_eq`, `split` separates the leading coefficient and `down` removes these coefficients one at a time. `restarted_krylov_ne` combines the results, including the case r' = 0.

## Converged systems, restart length and rounding

The assumption that both residuals are nonzero means that neither system has been solved exactly. The condition k ≥ 1 places b in the search space; at k = 0 both residuals equal b. The existence of minimisers is a hypothesis of the theorems, not a conclusion.

The restart theorem compares two spaces of the same order m. It gives no measure of their overlap and does not exclude a larger space that contains both. In ℂⁿ its condition can hold only for m < n, since r, Ar, …, Aᵐr must then be linearly independent.

The step from the theorem to a running solver is floating-point arithmetic: computed iterates minimise the residual only approximately, and linear independence sets no lower bound on the angle between r and r'. Two nearby frequencies may therefore have residuals that are almost parallel.
